# In a classical quadratic model, integrating out the internal displacement gives the elastic constant $a - b^2/c$

Take a crystal cell with one strain $e$, one internal displacement $u$, and the energy $E = e^2 + eu + u^2/2$. If $u$ is held at zero, the energy is $e^2$ and the elastic constant, meaning the second derivative with respect to strain, is $2$. If $u$ is allowed to relax, it moves to $u = -e$, the energy drops to $e^2/2$, and the constant is $1$.

Now suppose that $u$ is not relaxed but fluctuates at temperature $T$. Since $E = e^2/2 + (u+e)^2/2$, the integral of $\exp(-E/kT)$ over all real $u$ is $\exp(-e^2/2kT)\sqrt{2\pi kT}$, and the free energy is $e^2/2 - (kT/2)\ln(2\pi kT)$. The elastic constant is again $1$, whatever the temperature.

I expect the same for $E(e,u) = a e^2/2 + b e u + c u^2/2$ with $c > 0$ and $kT > 0$: the free energy should be

$$F(e) = \left(a - \frac{b^2}{c}\right)\frac{e^2}{2} - \frac{kT}{2}\ln\frac{2\pi kT}{c},$$

and the thermal fluctuations of the stress should account for the correction $-b^2/c$. Can this be made rigorous and checked by machine, including the convergence of the integral?

## One completed square gives both the relaxed energy and the free energy

Yes. Everything follows from completing the square in $u$. Expanding

$$\frac{c}{2}\left(u + \frac{be}{c}\right)^2 = \frac{c u^2}{2} + b e u + \frac{b^2 e^2}{2c}$$

shows that

$$E(e,u) = \left(a - \frac{b^2}{c}\right)\frac{e^2}{2} + \frac{c}{2}\left(u + \frac{be}{c}\right)^2 .$$

The last term is never negative and vanishes at $u = -be/c$. The lowest energy at strain $e$ is therefore $(a - b^2/c)e^2/2$, which is the result of static relaxation.

At temperature $T$, the first term does not depend on $u$ and comes out of the integral. What remains is a Gaussian integral, whose value does not depend on where the Gaussian is centred:

$$Z(e) = e^{-(a-b^2/c)e^2/(2kT)}\int_{-\infty}^{\infty} e^{-c(u+be/c)^2/(2kT)}\,du = e^{-(a-b^2/c)e^2/(2kT)}\sqrt{\frac{2\pi kT}{c}} .$$

Taking $F = -kT\ln Z$ turns the exponential into $(a-b^2/c)e^2/2$ and the square root into $-(kT/2)\ln(2\pi kT/c)$. The strain shifts the centre of the Gaussian but not its width, so the second term carries no strain dependence.

## The stress variance supplies the missing $b^2/c$

The stress at fixed $u$ is $\sigma = \partial E/\partial e = ae + bu$. The Boltzmann weight makes $u$ normally distributed with mean $-be/c$ and variance $kT/c$. Hence

$$\langle\sigma\rangle = ae - \frac{b^2 e}{c} = \left(a - \frac{b^2}{c}\right)e, \qquad \sigma - \langle\sigma\rangle = b\left(u + \frac{be}{c}\right), \qquad \mathrm{Var}(\sigma) = \frac{b^2 kT}{c}.$$

Differentiating $F$ gives $dF/de = (a-b^2/c)e = \langle\sigma\rangle$. Differentiating once more gives

$$\frac{d\langle\sigma\rangle}{de} = a - \frac{b^2}{c} = a - \frac{\mathrm{Var}(\sigma)}{kT}.$$

The variance grows in proportion to $kT$, and the division by $kT$ removes that growth, so the correction is the same at every temperature. In the example at the top, $a = 2$ and $b = c = 1$, so the variance is $kT$ and the constant is $2 - 1 = 1$. With $b = 0$ the stress does not fluctuate and there is no correction.

Within this model, static relaxation and the fluctuation formula at fixed strain therefore give the same elastic constant. The formula needs the bare constant $a$ as well as the stress variance: the variance divided by $kT$ is only the correction.

## How the Lean definitions express the physics

All quantities are real numbers. The name `kT` is one variable for the thermal energy, not a product of two. In `energy a b c e u`, the number `a` is the bare elastic constant (internal displacement clamped), `b` couples strain to displacement, and `c` is the internal stiffness. The factors of one half are placed so that `a`, `b` and `c` are the second derivatives of the energy.

`partitionFn` is the Lebesgue integral of the Boltzmann factor over all real `u`, and `freeEnergy` is `-kT` times its natural logarithm. `thermalAvg` takes an observable `f` of the displacement and divides its Boltzmann-weighted integral by the partition function. `thermalVar` is the thermal average of the squared deviation from the mean.

The main theorem, `freeEnergy_eq`, says that for `0 < c`, `0 < kT` and every strain `e`, the free energy equals the formula in the question. The other statements surround it:

- `relaxed_energy_isLeast` says that $(a-b^2/c)e^2/2$ is the least element of the set of energies at strain `e`: it is attained, and nothing lies below it.
- `partitionFn_eq` gives the value of $Z$ together with the integrability of the Boltzmann factor, which answers the point about convergence.
- `elastic_constant_fluctuation` contains two derivatives. The free energy has the mean stress as its strain derivative, and the mean stress has $a - \mathrm{Var}(\sigma)/kT$ as its own. In the second, the strain varies both in the Boltzmann weight and in the stress being averaged.

The hypothesis `0 < c` stands for an internal displacement that is held by a restoring force, and `0 < kT` for a positive temperature. Without the first, the formula fails already for $a = 1$, $b = c = 0$, $kT = 1$. The energy is then $e^2/2$ for every $u$, and the integral of a constant over the whole line diverges. Lean assigns the value $0$ to a divergent integral, to $\ln 0$ and to division by zero, so at $e = 1$ the left side of `freeEnergy_eq` would be $0$ and the right side $1/2$.

Nothing is assumed about the sign of $a - b^2/c$, so the theorems also apply to a cell that is unstable against strain.

The model has one strain component and one displacement, treated classically and with an exactly quadratic energy. Anharmonic terms, quantum effects and the kinetic part of the stress are absent. Energies are per cell, so an elastic constant in units of pressure needs a division by the reference volume. The partition function carries the unit of $u$, and changing that unit shifts $F$ by a term that does not depend on strain.

```lean
import Mathlib

open Real MeasureTheory ProbabilityTheory

namespace InternalRelaxation

noncomputable section

/-- Energy of a crystal cell at strain `e` and internal displacement `u`, with bare elastic
constant `a`, strain-displacement coupling `b` and internal stiffness `c`. -/
def energy (a b c e u : ℝ) : ℝ := a * e ^ 2 / 2 + b * e * u + c * u ^ 2 / 2

/-- Stress at strain `e` and internal displacement `u`. -/
def stress (a b e u : ℝ) : ℝ := a * e + b * u

/-- Configurational partition function at fixed strain, for `c > 0` and `kT > 0`. -/
def partitionFn (a b c kT e : ℝ) : ℝ := ∫ u, Real.exp (-energy a b c e u / kT)

/-- Free energy at fixed strain, for `c > 0` and `kT > 0`. -/
def freeEnergy (a b c kT e : ℝ) : ℝ := -kT * Real.log (partitionFn a b c kT e)

/-- Boltzmann average of an observable `f` of the internal displacement at fixed strain,
for `c > 0` and `kT > 0`. -/
def thermalAvg (a b c kT e : ℝ) (f : ℝ → ℝ) : ℝ :=
  (∫ u, f u * Real.exp (-energy a b c e u / kT)) / partitionFn a b c kT e

/-- Thermal variance of an observable `f` at fixed strain, for `c > 0` and `kT > 0`. -/
def thermalVar (a b c kT e : ℝ) (f : ℝ → ℝ) : ℝ :=
  thermalAvg a b c kT e (fun u => (f u - thermalAvg a b c kT e f) ^ 2)

variable {a b c kT : ℝ}

/-- The energy is a purely elastic term with constant `a - b²/c` plus a harmonic term in the
displacement measured from `-b e / c`. -/
theorem energy_eq_relaxed_add (hc : c ≠ 0) (e u : ℝ) :
    energy a b c e u = (a - b ^ 2 / c) * e ^ 2 / 2 + c / 2 * (u + b * e / c) ^ 2 := by
  unfold energy
  field_simp
  ring

/-- Static relaxation: the lowest energy over all internal displacements at strain `e` is
`(a - b²/c) e² / 2`. -/
theorem relaxed_energy_isLeast (hc : 0 < c) (e : ℝ) :
    IsLeast (Set.range (energy a b c e)) ((a - b ^ 2 / c) * e ^ 2 / 2) := by
  constructor
  · refine ⟨-(b * e / c), ?_⟩
    rw [energy_eq_relaxed_add hc.ne']
    ring
  · rintro _ ⟨u, rfl⟩
    rw [energy_eq_relaxed_add hc.ne']
    have h : 0 ≤ c / 2 * (u + b * e / c) ^ 2 := by positivity
    linarith

/-- The Boltzmann factor is a constant times the normal density in `u` with mean `-b e / c`
and variance `kT / c`. -/
theorem boltzmann_eq_gaussian (hc : 0 < c) (hT : 0 < kT) (e u : ℝ) :
    Real.exp (-energy a b c e u / kT) =
      Real.exp (-((a - b ^ 2 / c) * e ^ 2 / 2) / kT) * √(2 * π * (kT / c)) *
        gaussianPDFReal (-(b * e / c)) (Real.toNNReal (kT / c)) u := by
  have hv : 0 < kT / c := div_pos hT hc
  have hs : √(2 * π * (kT / c)) ≠ 0 := by positivity
  rw [gaussianPDFReal, Real.coe_toNNReal _ hv.le, mul_assoc, mul_inv_cancel_left₀ hs,
    ← Real.exp_add, energy_eq_relaxed_add hc.ne']
  congr 1
  field_simp
  ring

/-- The Boltzmann factor is integrable over the internal displacement, and its integral is the
relaxed Boltzmann factor times `√(2π kT/c)`. -/
theorem partitionFn_eq (hc : 0 < c) (hT : 0 < kT) (e : ℝ) :
    Integrable (fun u => Real.exp (-energy a b c e u / kT)) ∧
    partitionFn a b c kT e =
      Real.exp (-((a - b ^ 2 / c) * e ^ 2 / 2) / kT) * √(2 * π * (kT / c)) := by
  have hv : Real.toNNReal (kT / c) ≠ 0 := (Real.toNNReal_pos.2 (div_pos hT hc)).ne'
  unfold partitionFn
  simp only [boltzmann_eq_gaussian hc hT]
  refine ⟨(integrable_gaussianPDFReal _ _).const_mul _, ?_⟩
  rw [integral_const_mul, integral_gaussianPDFReal_eq_one _ hv, mul_one]

/-- Integrating out the internal displacement gives a free energy with elastic constant
`a - b²/c` and a strain-independent term `-(kT/2) ln(2π kT/c)`. -/
theorem freeEnergy_eq (hc : 0 < c) (hT : 0 < kT) (e : ℝ) :
    freeEnergy a b c kT e =
      (a - b ^ 2 / c) * e ^ 2 / 2 - kT / 2 * Real.log (2 * π * kT / c) := by
  have hp : 0 < 2 * π * (kT / c) := by positivity
  rw [freeEnergy, (partitionFn_eq hc hT e).2,
    Real.log_mul (Real.exp_pos _).ne' (Real.sqrt_pos.2 hp).ne', Real.log_exp,
    Real.log_sqrt hp.le, ← mul_div_assoc (2 * π) kT c]
  have hk : kT * (-((a - b ^ 2 / c) * e ^ 2 / 2) / kT) = -((a - b ^ 2 / c) * e ^ 2 / 2) :=
    mul_div_cancel₀ _ hT.ne'
  linear_combination -hk

/-- Thermal averages at strain `e` are averages over the normal distribution with mean
`-b e / c` and variance `kT / c`. -/
theorem thermalAvg_eq_gaussian (hc : 0 < c) (hT : 0 < kT) (e : ℝ) (f : ℝ → ℝ) :
    thermalAvg a b c kT e f =
      ∫ u, f u ∂(gaussianReal (-(b * e / c)) (Real.toNNReal (kT / c))) := by
  have hv : Real.toNNReal (kT / c) ≠ 0 := (Real.toNNReal_pos.2 (div_pos hT hc)).ne'
  have hZ : Real.exp (-((a - b ^ 2 / c) * e ^ 2 / 2) / kT) * √(2 * π * (kT / c)) ≠ 0 := by
    positivity
  rw [thermalAvg, (partitionFn_eq hc hT e).2, integral_gaussianReal_eq_integral_smul hv,
    div_eq_iff hZ, mul_comm, ← integral_const_mul]
  congr 1
  ext u
  rw [boltzmann_eq_gaussian hc hT, smul_eq_mul]
  ring

/-- The stress is the derivative of the energy with respect to strain at fixed internal
displacement. -/
theorem hasDerivAt_energy (a b c e u : ℝ) :
    HasDerivAt (fun x => energy a b c x u) (stress a b e u) e := by
  unfold energy stress
  exact (((((hasDerivAt_pow 2 e).const_mul a).div_const 2).fun_add
    (((hasDerivAt_id' e).const_mul b).mul_const u)).add_const (c * u ^ 2 / 2)).congr_deriv
    (by push_cast; ring)

/-- The mean stress is linear in the strain with elastic constant `a - b²/c`. -/
theorem thermalAvg_stress (hc : 0 < c) (hT : 0 < kT) (e : ℝ) :
    thermalAvg a b c kT e (stress a b e) = (a - b ^ 2 / c) * e := by
  have hi : Integrable (fun u : ℝ => u)
      (gaussianReal (-(b * e / c)) (Real.toNNReal (kT / c))) :=
    (memLp_id_gaussianReal 1).integrable (by simp)
  rw [thermalAvg_eq_gaussian hc hT]
  simp only [stress]
  rw [integral_add (integrable_const _) (hi.const_mul b), integral_const_mul b,
    integral_id_gaussianReal]
  simp only [integral_const, probReal_univ, one_smul]
  ring

/-- The thermal variance of the stress is `b² kT / c`. -/
theorem thermalVar_stress (hc : 0 < c) (hT : 0 < kT) (e : ℝ) :
    thermalVar a b c kT e (stress a b e) = b ^ 2 * (kT / c) := by
  have hv := variance_fun_id_gaussianReal (μ := -(b * e / c)) (v := Real.toNNReal (kT / c))
  rw [variance_eq_integral measurable_id'.aemeasurable, integral_id_gaussianReal,
    Real.coe_toNNReal _ (div_pos hT hc).le] at hv
  rw [thermalVar, thermalAvg_stress hc hT, thermalAvg_eq_gaussian hc hT]
  -- the stress deviates from its mean by `b` times the deviation of the displacement
  calc _ = ∫ u, b ^ 2 * (u - -(b * e / c)) ^ 2
        ∂(gaussianReal (-(b * e / c)) (Real.toNNReal (kT / c))) := by
        congr 1
        ext u
        simp only [stress]
        ring
    _ = b ^ 2 * (kT / c) := by rw [integral_const_mul, hv]

/-- Fluctuation formula: the strain derivative of the free energy is the mean stress, and the
strain derivative of the mean stress is `a` minus the stress variance divided by `kT`. -/
theorem elastic_constant_fluctuation (hc : 0 < c) (hT : 0 < kT) (e : ℝ) :
    HasDerivAt (freeEnergy a b c kT) (thermalAvg a b c kT e (stress a b e)) e ∧
    HasDerivAt (fun x => thermalAvg a b c kT x (stress a b x))
      (a - thermalVar a b c kT e (stress a b e) / kT) e := by
  constructor
  · rw [funext (freeEnergy_eq (a := a) (b := b) hc hT), thermalAvg_stress hc hT]
    exact ((((hasDerivAt_pow 2 e).const_mul (a - b ^ 2 / c)).div_const 2).sub_const
      (kT / 2 * Real.log (2 * π * kT / c))).congr_deriv (by push_cast; ring)
  · rw [funext (thermalAvg_stress (a := a) (b := b) hc hT), thermalVar_stress hc hT]
    exact ((hasDerivAt_id' e).const_mul (a - b ^ 2 / c)).congr_deriv (by field_simp)

end

end InternalRelaxation
```

```lean
#print axioms InternalRelaxation.relaxed_energy_isLeast
#print axioms InternalRelaxation.freeEnergy_eq
#print axioms InternalRelaxation.hasDerivAt_energy
#print axioms InternalRelaxation.elastic_constant_fluctuation
```

```
'InternalRelaxation.relaxed_energy_isLeast' depends on axioms: [propext, Classical.choice, Quot.sound]
'InternalRelaxation.freeEnergy_eq' depends on axioms: [propext, Classical.choice, Quot.sound]
'InternalRelaxation.hasDerivAt_energy' depends on axioms: [propext, Classical.choice, Quot.sound]
'InternalRelaxation.elastic_constant_fluctuation' depends on axioms: [propext, Classical.choice, Quot.sound]
```

## From the square to the normal distribution in Lean

`energy_eq_relaxed_add` is the completed square. It needs only `c ≠ 0`: `field_simp` clears the denominators and `ring` compares the polynomials. `relaxed_energy_isLeast` uses it twice. The displacement `-(b * e / c)` shows that the value is attained, and the non-negativity of the square, found by `positivity`, shows that it is a lower bound.

`boltzmann_eq_gaussian` connects the energy to Mathlib's normal density `gaussianPDFReal`, whose second argument is the variance, given as a non-negative real. That is why `Real.toNNReal (kT / c)` appears. The density carries the prefactor $1/\sqrt{2\pi kT/c}$, so the proof cancels it against the square root in the statement, merges the two exponentials into one, and is left with an equality of exponents, which is the completed square divided by $-kT$.

After this, no integral has to be computed from scratch. In `partitionFn_eq`, the Boltzmann factor is a constant times a density. Mathlib knows that the density is integrable and that it integrates to one, so the constant is the partition function.

`freeEnergy_eq` takes the logarithm as one does by hand. `Real.log_mul` splits the product, `Real.log_exp` removes the exponential, and `Real.log_sqrt` produces the factor one half. The auxiliary equation `hk` cancels `kT` in the elastic term, and `linear_combination` collects the rest.

## Averages, variance and the two derivatives

`thermalAvg_eq_gaussian` rewrites a thermal average as an integral against the normal distribution `gaussianReal`. The constant in front of the density appears in both the numerator and the partition function, and it cancels.

`hasDerivAt_energy` confirms that `stress` deserves its name: it is the strain derivative of the energy at fixed displacement.

`thermalAvg_stress` uses linearity of the integral. Linearity requires that $u$ has a finite mean, which follows from `memLp_id_gaussianReal`, and the mean itself comes from `integral_id_gaussianReal`. For `thermalVar_stress`, the known variance of the normal distribution is first written as an integral of the squared deviation. The `calc` block then replaces the squared deviation of the stress by $b^2$ times that of the displacement, as in the derivation above.

`elastic_constant_fluctuation` puts the results together. For each of its two parts, `funext` replaces the whole function of strain by its closed form, and the derivative of a simple polynomial remains. In the second part, that derivative is $a - b^2/c$, and `field_simp` identifies it with $a - (b^2 kT/c)/kT$. The proof thus compares two explicit values and never differentiates under the integral sign.
